# For K > 1, simultaneous mean-field updates of two antiferromagnetically coupled sites can alternate for ever

A program that iterates the mean-field equations of two sites can update the second site from the old magnetisation of the first or from the new one. For two antiferromagnetically coupled sites with reduced coupling $K>1$, this choice can decide whether a run started from equal magnetisations reaches a solution or flips sign at every step.

```lean
import Mathlib

open Filter Topology

namespace ParallelMeanField

noncomputable section

/-- Simultaneous mean-field update of the magnetisations of two antiferromagnetically coupled
sites with reduced coupling `K`. -/
def parallelUpdate (K : ℝ) (p : ℝ × ℝ) : ℝ × ℝ :=
  (Real.tanh (-K * p.2), Real.tanh (-K * p.1))

/-- Sequential sweep: the first site is updated, and the second site then sees its new value. -/
def sequentialSweep (K : ℝ) (p : ℝ × ℝ) : ℝ × ℝ :=
  (Real.tanh (-K * p.2), Real.tanh (-K * Real.tanh (-K * p.2)))

/-- The mean-field response `tanh` does not decrease when the field grows. -/
theorem tanh_le_of_le {x y : ℝ} (h : x ≤ y) : Real.tanh x ≤ Real.tanh y := by
  rw [Real.tanh_eq_sinh_div_cosh x, Real.tanh_eq_sinh_div_cosh y,
    div_le_div_iff₀ (Real.cosh_pos x) (Real.cosh_pos y)]
  have h1 := Real.sinh_nonneg_iff.2 (sub_nonneg.2 h)
  rw [Real.sinh_sub] at h1
  linarith

/-- In a positive field `y` the response is at least `y / (1 + y)`. -/
theorem response_lower_bound {y : ℝ} (hy : 0 < y) : y / (1 + y) ≤ Real.tanh y := by
  rw [Real.tanh_eq_sinh_div_cosh, div_le_div_iff₀ (by linarith) (Real.cosh_pos y),
    Real.sinh_eq, Real.cosh_eq]
  have h1 : Real.exp (2 * y) * Real.exp (-y) = Real.exp y := by
    rw [← Real.exp_add]
    congr 1
    ring
  have h3 := mul_le_mul_of_nonneg_right (Real.add_one_le_exp (2 * y)) (Real.exp_pos (-y)).le
  rw [h1] at h3
  nlinarith [h3]

/-- In a positive field the response is strictly below the linear one. -/
theorem response_lt_linear {y : ℝ} (hy : 0 < y) : Real.tanh y < y := by
  -- mean value theorem for `sinh` on `[0, y]`
  obtain ⟨c, hc, h⟩ := exists_hasDerivAt_eq_slope Real.sinh Real.cosh hy
    Real.continuous_sinh.continuousOn (fun x _ => Real.hasDerivAt_sinh x)
  rw [Real.sinh_zero, sub_zero, sub_zero, eq_div_iff hy.ne'] at h
  have hlt : Real.cosh c < Real.cosh y := by
    rw [Real.cosh_lt_cosh, abs_of_pos hc.1, abs_of_pos hy]
    exact hc.2
  rw [Real.tanh_eq_sinh_div_cosh, div_lt_iff₀ (Real.cosh_pos y), ← h]
  nlinarith

/-- Two parallel updates act on each site separately, by the twice iterated response. -/
theorem parallelUpdate_twice (K : ℝ) (p : ℝ × ℝ) :
    parallelUpdate K (parallelUpdate K p) =
      (Real.tanh (K * Real.tanh (K * p.1)), Real.tanh (K * Real.tanh (K * p.2))) := by
  simp [parallelUpdate, Real.tanh_neg]

/-- If `a > 0` solves `tanh (K a) = a`, the parallel iteration started from equal magnetisations
`c ≥ a` on both sites has no limit. -/
theorem parallel_not_convergent {K a c : ℝ} (hK : 0 < K) (ha : 0 < a)
    (hfix : Real.tanh (K * a) = a) (hc : a ≤ c) :
    ¬ ∃ L, Tendsto (fun n : ℕ => (parallelUpdate K)^[n] (c, c)) atTop (𝓝 L) := by
  have step : ∀ d, a ≤ d → a ≤ Real.tanh (K * d) := fun d hd => by
    have h := tanh_le_of_le (mul_le_mul_of_nonneg_left hd hK.le)
    rwa [hfix] at h
  -- even iterates stay on the diagonal, at or above `a`
  have even : ∀ n : ℕ, ∃ d, a ≤ d ∧ (parallelUpdate K)^[2 * n] (c, c) = (d, d) := by
    intro n
    induction n with
    | zero => exact ⟨c, hc, rfl⟩
    | succ n ih =>
      obtain ⟨d, hd, h⟩ := ih
      refine ⟨Real.tanh (K * Real.tanh (K * d)), step _ (step _ hd), ?_⟩
      rw [show 2 * (n + 1) = (2 * n + 1) + 1 by ring, Function.iterate_succ_apply',
        Function.iterate_succ_apply', h, parallelUpdate_twice]
  rintro ⟨L, hL⟩
  have t0 : Tendsto (fun n : ℕ => 2 * n) atTop atTop :=
    tendsto_atTop_mono (fun n => by show n ≤ 2 * n; omega) tendsto_id
  have t1 : Tendsto (fun n : ℕ => 2 * n + 1) atTop atTop :=
    tendsto_atTop_mono (fun n => by show n ≤ 2 * n + 1; omega) tendsto_id
  have hfst := (continuous_fst.tendsto L).comp hL
  have lower : a ≤ L.1 := by
    refine ge_of_tendsto' (hfst.comp t0) (fun n => ?_)
    obtain ⟨d, hd, h⟩ := even n
    show a ≤ ((parallelUpdate K)^[2 * n] (c, c)).1
    rw [h]
    exact hd
  -- odd iterates lie at or below `-a`
  have upper : L.1 ≤ -a := by
    refine le_of_tendsto' (hfst.comp t1) (fun n => ?_)
    obtain ⟨d, hd, h⟩ := even n
    show ((parallelUpdate K)^[2 * n + 1] (c, c)).1 ≤ -a
    rw [Function.iterate_succ_apply', h]
    show Real.tanh (-K * d) ≤ -a
    rw [neg_mul, Real.tanh_neg]
    linarith [step d hd]
  linarith

/-- For `K > 1` some start `(a, a)` with `0 < a < 1` alternates for ever between `(a, a)` and
`(-a, -a)`, and the parallel iteration diverges from every start `(c, c)` with `c ≥ a`. -/
theorem parallel_update_fails {K : ℝ} (hK : 1 < K) :
    ∃ a : ℝ, 0 < a ∧ a < 1 ∧
      parallelUpdate K (a, a) = (-a, -a) ∧ parallelUpdate K (-a, -a) = (a, a) ∧
      ∀ c, a ≤ c →
        ¬ ∃ L, Tendsto (fun n : ℕ => (parallelUpdate K)^[n] (c, c)) atTop (𝓝 L) := by
  have hK0 : 0 < K := by linarith
  have lt_one : ∀ x, Real.tanh x < 1 := fun x => by
    rw [Real.tanh_eq_sinh_div_cosh, div_lt_one (Real.cosh_pos x)]
    exact Real.sinh_lt_cosh x
  have cont : Continuous Real.tanh := by
    rw [show Real.tanh = fun x => Real.sinh x / Real.cosh x from
      funext Real.tanh_eq_sinh_div_cosh]
    exact Real.continuous_sinh.div Real.continuous_cosh (fun x => (Real.cosh_pos x).ne')
  -- at the small amplitude `s` the response is at least the amplitude
  obtain ⟨s, hs⟩ : ∃ s : ℝ, s = (K - 1) / (2 * K) := ⟨_, rfl⟩
  have hs0 : 0 < s := by
    rw [hs]
    exact div_pos (by linarith) (by linarith)
  have hKs : K * s = (K - 1) / 2 := by
    rw [hs]
    field_simp
  have hs1 : s ≤ 1 := by nlinarith
  have hlow : s ≤ Real.tanh (K * s) := by
    refine le_trans ?_ (response_lower_bound (mul_pos hK0 hs0))
    rw [le_div_iff₀ (by nlinarith), hKs]
    nlinarith
  have hcont : ContinuousOn (fun x => Real.tanh (K * x) - x) (Set.Icc s 1) :=
    ((cont.comp (continuous_const.mul continuous_id)).sub continuous_id).continuousOn
  obtain ⟨a, ha, h⟩ := intermediate_value_Icc' hs1 hcont
    (show (0 : ℝ) ∈ Set.Icc (Real.tanh (K * 1) - 1) (Real.tanh (K * s) - s) from
      ⟨by linarith [lt_one (K * 1)], by linarith⟩)
  have hfix : Real.tanh (K * a) = a := sub_eq_zero.1 h
  have ha0 : 0 < a := lt_of_lt_of_le hs0 ha.1
  refine ⟨a, ha0, ?_, ?_, ?_, fun c hc => parallel_not_convergent hK0 ha0 hfix hc⟩
  · rw [← hfix]
    exact lt_one _
  · simp [parallelUpdate, Real.tanh_neg, hfix]
  · simp [parallelUpdate, hfix]

/-- For `K ≥ 0` the parallel update has a point of exact period two if and only if `K > 1`. -/
theorem two_cycle_iff {K : ℝ} (hK : 0 ≤ K) :
    (∃ p, parallelUpdate K p ≠ p ∧ parallelUpdate K (parallelUpdate K p) = p) ↔ 1 < K := by
  constructor
  · rintro ⟨p, hne, hp⟩
    by_contra hcon
    have hK1 : K ≤ 1 := not_lt.1 hcon
    -- for `K ≤ 1` the doubly iterated response fixes no positive amplitude
    have pos : ∀ x, 0 < x → Real.tanh (K * Real.tanh (K * x)) ≠ x := by
      intro x hx h
      have hz : 0 < K * Real.tanh (K * x) := by
        by_contra hn
        have h0 := tanh_le_of_le (not_lt.1 hn)
        rw [h, Real.tanh_zero] at h0
        linarith
      have hKpos : 0 < K := lt_of_le_of_ne hK (fun h0 => by simp [← h0] at hz)
      have ht : 0 < Real.tanh (K * x) := pos_of_mul_pos_right hz hK
      have h1 := response_lt_linear hz
      have h2 := response_lt_linear (mul_pos hKpos hx)
      rw [h] at h1
      nlinarith
    have zero : ∀ x, Real.tanh (K * Real.tanh (K * x)) = x → x = 0 := by
      intro x h
      rcases lt_trichotomy x 0 with hx | hx | hx
      · exact absurd (by simp [Real.tanh_neg, h]) (pos (-x) (by linarith))
      · exact hx
      · exact absurd h (pos x hx)
    rw [parallelUpdate_twice] at hp
    have h1 := zero p.1 (congrArg Prod.fst hp)
    have h2 := zero p.2 (congrArg Prod.snd hp)
    apply hne
    apply Prod.ext <;> simp [parallelUpdate, h1, h2]
  · intro h
    obtain ⟨a, ha, _, h1, h2, _⟩ := parallel_update_fails h
    refine ⟨(a, a), fun he => ?_, by rw [h1, h2]⟩
    rw [h1] at he
    have h3 : -a = a := congrArg Prod.fst he
    linarith

/-- If `tanh (K a) = a`, one sequential sweep takes `(a, a)` to `(-a, a)`, which is a fixed point
of the parallel update. -/
theorem sequential_sweep_succeeds {K a : ℝ} (hfix : Real.tanh (K * a) = a) :
    sequentialSweep K (a, a) = (-a, a) ∧ parallelUpdate K (-a, a) = (-a, a) := by
  constructor
  · simp [sequentialSweep, Real.tanh_neg, hfix]
  · simp [parallelUpdate, Real.tanh_neg, hfix]

end

end ParallelMeanField
```

```lean
#print axioms ParallelMeanField.two_cycle_iff
#print axioms ParallelMeanField.sequential_sweep_succeeds
```

```
'ParallelMeanField.two_cycle_iff' depends on axioms: [propext, Classical.choice, Quot.sound]
'ParallelMeanField.sequential_sweep_succeeds' depends on axioms: [propext, Classical.choice, Quot.sound]
```

## Two update rules and what is proved about them

Let $a$ and $b$ be the magnetisations of the two sites. The self-consistency equations are

$$a=\tanh(-Kb),\qquad b=\tanh(-Ka).$$

The parallel update evaluates both right-hand sides with the old values:

$$F(a,b)=\bigl(\tanh(-Kb),\ \tanh(-Ka)\bigr).$$

This is `parallelUpdate K`, a map from `ℝ × ℝ` to itself, with `p.1` and `p.2` for the two magnetisations. Its fixed points are exactly the solutions of the self-consistency equations. The sequential rule `sequentialSweep K` computes the new first magnetisation $a'=\tanh(-Kb)$ and then uses it at once, setting $b'=\tanh(-Ka')$.

The theorem `parallel_update_fails` says that for every $K>1$ there is an amplitude $a$ with $0<a<1$ such that

$$F(a,a)=(-a,-a),\qquad F(-a,-a)=(a,a).$$

Since $a\neq -a$, this orbit has exact period two. The theorem also says that the iteration has no limit from any start $(c,c)$ with $c\ge a$. Because $a<1$, this includes the fully polarised start $(1,1)$. In Lean, `(parallelUpdate K)^[n] (c, c)` is the state after $n$ updates, and `¬ ∃ L, Tendsto ...` says that these states approach no point $L$ of the plane.

The theorem `two_cycle_iff` locates the threshold. For $K\ge 0$, a point $p$ with $F(p)\ne p$ and $F(F(p))=p$ exists if and only if $K>1$. The first condition excludes fixed points, which would otherwise count as trivial two-cycles.

Finally, `sequential_sweep_succeeds` takes any $a$ with $\tanh(Ka)=a$ and shows that one sequential sweep sends $(a,a)$ to $(-a,a)$, which is a fixed point of $F$. The amplitude of the two-cycle qualifies, because the first component of $F(a,a)=(-a,-a)$ reads $\tanh(-Ka)=-a$, and $\tanh$ is odd.

## The physics behind K and the equal start

Take two Ising variables $s_1,s_2=\pm1$ with energy $Js_1s_2$ and $J>0$, so that opposite signs are favoured. Mean-field theory replaces the neighbour of site 1 by its average $b$, which leaves site 1 in the field $h=-Jb$. At temperature $T$ the average of a single variable in this field is

$$\frac{e^{h/k_BT}-e^{-h/k_BT}}{e^{h/k_BT}+e^{-h/k_BT}}=\tanh\frac{h}{k_BT}=\tanh(-Kb),\qquad K=\frac{J}{k_BT}.$$

The other site gives the second equation. For a crystal with two sublattices in which each site has $z$ neighbours, all on the other sublattice, the same equations hold with $K=zJ/k_BT$. In a binary alloy the two signs stand for the two species, and $(-a,a)$ describes an ordered arrangement in which each sublattice is enriched in one of them. The threshold $K=1$ is the ordering transition of the mean-field approximation; an isolated pair of spins treated exactly has zero average magnetisation at every positive temperature.

The model has no external field, which for the alloy means the symmetric point of the chemical potential. Lean places no bound on the starting magnetisations, so the divergence statement also covers unphysical values $c>1$. It does not treat starts $(c,c)$ with $0<c<a$ or starts with unequal magnetisations. For $0\le K\le1$ the theorem excludes two-cycles but does not assert convergence, and the sequential result concerns the one start $(a,a)$.

Self-consistent-field calculations in electronic structure also feed an output back into the next input, often after mixing it with earlier ones. This two-site classical model shows that a loop without mixing can oscillate although a solution exists.

## Finding the amplitude

Write $t(x)=\tanh(Kx)$. On equal magnetisations the parallel update is $F(x,x)=(-t(x),-t(x))$, so a two-cycle follows from a positive solution of $t(a)=a$. The intermediate value theorem supplies one, provided that $t(x)\ge x$ at some small positive $x$.

The required lower bound, `response_lower_bound`, is

$$\tanh y\ \ge\ \frac{y}{1+y}\qquad (y>0).$$

Multiplying out the positive denominators turns it into $y\cosh y\le(1+y)\sinh y$. With both functions written in exponentials, this is equivalent to $(1+2y)e^{-y}\le e^{y}$, which is the familiar inequality $1+2y\le e^{2y}$ multiplied by $e^{-y}$. The Lean proof follows the same path, with `Real.add_one_le_exp` as the source of the inequality.

Now choose

$$s=\frac{K-1}{2K},\qquad Ks=\frac{K-1}{2}.$$

For $K>1$ we have $0<s<1$, and the bound gives

$$t(s)\ \ge\ \frac{Ks}{1+Ks}=\frac{K-1}{K+1}\ \ge\ \frac{K-1}{2K}=s,$$

where the last inequality holds because $K+1\le 2K$. At the other end, $t(1)<1$, since $\tanh$ is always below one. The continuous function $t(x)-x$ is therefore non-negative at $s$ and negative at $1$, and it vanishes at some $a$ in $[s,1]$. This is the call to `intermediate_value_Icc'`, the version of the theorem for a function whose value at the left end is the larger one. Then $a\ge s>0$, and $a=\tanh(Ka)<1$.

With `hfix` recording $\tanh(Ka)=a$, the two equations of the cycle follow by substitution and the oddness of $\tanh$. For $K=2$ the amplitude is about $0.96$.

## Why larger equal starts have no limit either

The lemma `parallel_not_convergent` assumes $K>0$, $a>0$ and $t(a)=a$; the main theorem supplies all three. Besides the oddness of $\tanh$, its proof uses that $\tanh$ is monotone, which `tanh_le_of_le` derives from

$$\sinh(y-x)=\sinh y\cosh x-\cosh y\sinh x\ \ge 0\qquad (x\le y).$$

If $d\ge a$, then $t(d)\ge t(a)=a$. This is the local fact `step`. One update takes $(d,d)$ to $(-t(d),-t(d))$, whose components are at most $-a$. A second update gives $(t(t(d)),t(t(d)))$, whose components are again at least $a$. By induction from $d=c$, every state after an even number of updates has equal components at or above $a$, and every state after an odd number has components at or below $-a$. In Lean the induction is the fact `even`, and the formula for two updates is `parallelUpdate_twice`.

Suppose that the states converged to $L$. The even and odd subsequences would converge to the same $L$. Since non-strict inequalities survive in the limit, the first component would satisfy $a\le L_1$ and $L_1\le -a$, which is impossible for $a>0$. These are the steps `lower` and `upper`, obtained from `ge_of_tendsto'` and `le_of_tendsto'`.

## No two-cycle at or below K = 1

For the converse, two parallel updates decouple the sites:

$$F(F(x,y))=\bigl(t(t(x)),\ t(t(y))\bigr).$$

It is enough to show that $t(t(x))=x$ forces $x=0$ when $0\le K\le1$. The tool is `response_lt_linear`, the strict bound $\tanh y<y$ for $y>0$. By the mean value theorem there is a $\xi$ between $0$ and $y$ with $\sinh y=y\cosh\xi$. Since $\cosh\xi<\cosh y$, it follows that $\sinh y<y\cosh y$, and division by $\cosh y$ gives the bound.

Suppose that $x>0$ and $t(t(x))=x$. Then $Kt(x)$ is positive, because otherwise $\tanh(Kt(x))$ could not equal a positive $x$. Hence $K>0$ and $t(x)>0$, and two uses of the strict bound give

$$x=\tanh(Kt(x))<Kt(x)\le t(x)=\tanh(Kx)<Kx\le x,$$

a contradiction. This is the local fact `pos`. A negative $x$ is handled by applying it to $-x$, since $\tanh$ is odd. Any $p$ with $F(F(p))=p$ is therefore $(0,0)$, which is a fixed point, so its period is not two. In the other direction, the cycle already constructed for $K>1$ provides the required point.

## The same start, updated one site at a time

From $(a,a)$, the sequential sweep first computes $a'=\tanh(-Ka)=-a$. The second site then sees this new value and becomes $b'=\tanh(-K(-a))=\tanh(Ka)=a$. The result is $(-a,a)$, and it solves the self-consistency equations:

$$F(-a,a)=\bigl(\tanh(-Ka),\ \tanh(Ka)\bigr)=(-a,a).$$

In Lean both computations are simplifications with `hfix`. The parallel update, given the same start, reverses both signs together and so never leaves the states of equal magnetisation.

## Strong coupling, and the ferromagnetic pair

As $K\to\infty$, which at fixed $J$ is the zero-temperature limit, the amplitude tends to one. The construction gives $a\ge s$, hence $a=\tanh(Ka)\ge\tanh\frac{K-1}{2}$, and the right-hand side tends to $1$. The two-cycle becomes an alternation between both spins up and both spins down, in which each site turns against the old orientation of its neighbour.

The argument also carries over to ferromagnetic coupling, with update $G(a,b)=(\tanh(Kb),\tanh(Ka))$. Reversing the sign convention on the second site turns $F$ into $G$ and equal starts into opposite ones. For $K>1$ the same amplitude then gives

$$G(a,-a)=(-a,a),\qquad G(-a,a)=(a,-a),$$

so a ferromagnetic pair updated in parallel can alternate as well, this time from a staggered start.
